# Every nonzero null vector in ℂ³ is the Cartan vector of exactly two spinors, ψ and −ψ

Cartan's map sends a spinor $\psi=(a,b)\in\mathbb C^2$ to $v=(a^2-b^2,\ i(a^2+b^2),\ -2ab)$. It reaches every complex vector with $v\cdot v=0$, and two spinors share an image only if they are equal or opposite. The second part puzzles me. To recover $\psi$ from $v$ I take one square root for $a$ and another for $b$. That is two independent signs, so why aren't there four spinors? And does this $v$ really transform as a vector when $\psi$ is transformed?

## The product ab ties the two signs together

There are two spinors because the third component fixes $ab$, so only a common sign stays free. The vector does transform as it should: for a complex $2\times2$ matrix $U$ with $\det U=1$, replacing $\psi$ by $U\psi$ conjugates $v\cdot\sigma$ by $U$, where $\sigma$ stands for the three Pauli matrices.

Number the components $v_0,v_1,v_2$ (for $x,y,z$). The image is null because
$$(a^2-b^2)^2-(a^2+b^2)^2+4a^2b^2=0.$$

**Every null vector is reached.** The map gives $v_0-iv_1=2a^2$ and $v_0+iv_1=-2b^2$. For a given null $v$, choose $a,b$ to solve these two equations. Then
$$(-2ab)^2=-(v_0-iv_1)(v_0+iv_1)=-(v_0^2+v_1^2)=v_2^2,$$
so $-2ab=\pm v_2$. If the sign is wrong, replace $b$ by $-b$.

**Only a common sign is lost.** Equal images mean equal $a^2$, $b^2$ and $ab$. So each component agrees up to sign. If exactly one of $a$ and $b$ changes sign between the two spinors, then $ab=-ab$, so one component is zero. Its sign is immaterial, and the spinors are again equal or opposite. If $v\neq0$, then $\psi\neq0$ and $\psi\neq-\psi$, which gives exactly two.

**Cartan's equation.** For the Cartan vector of $\psi$,
$$v\cdot\sigma=\begin{pmatrix}v_2&v_0-iv_1\\v_0+iv_1&-v_2\end{pmatrix}=2\begin{pmatrix}a\\b\end{pmatrix}(-b,\ a).$$
This matrix annihilates $\psi$, since $-ba+ab=0$, and so do its multiples. Conversely, let $(v\cdot\sigma)\psi=0$ with $\psi\ne0$:
$$v_2a+(v_0-iv_1)b=0,\qquad (v_0+iv_1)a-v_2b=0.$$
If $a\neq0$, set $c=(v_0-iv_1)/(2a^2)$. The equations give $v_2=-2abc$ and $v_0+iv_1=-2b^2c$, so $v$ is $c$ times the Cartan vector. If $a=0$, they give $v_2=0$ and $v_0-iv_1=0$, and $c=-(v_0+iv_1)/(2b^2)$ works.

**Transformation.** Write $(-b,a)=\psi^T\varepsilon$ with $\varepsilon=\begin{pmatrix}0&1\\-1&0\end{pmatrix}$. Since $U^T\varepsilon U=(\det U)\,\varepsilon$, determinant one gives $U^T\varepsilon=\varepsilon U^{-1}$. Hence
$$2U\psi\psi^TU^T\varepsilon=U\,(2\psi\psi^T\varepsilon)\,U^{-1}.$$
Conjugation keeps the trace zero and preserves $\det(v\cdot\sigma)=-v\cdot v$, so it acts on $v$ as a linear map that preserves $v\cdot v$. The matrices of determinant one form a connected group, so this map is a complex rotation and not a reflection. (This last step is not formalised below.)

## What the Lean statements say

Spinors are functions `Fin 2 → ℂ`, not normalised and not taken up to phase; vectors are functions `Fin 3 → ℂ`. The product `⬝ᵥ` has no complex conjugation, so "null" refers to $\mathbb C^3$, not to a lightlike four-vector. Nor is `cartanVector` the spin expectation value: a phase $e^{i\alpha}$ on $\psi$ multiplies it by $e^{2i\alpha}$.

`range_cartanVector` identifies the image with the whole cone, `cartanVector_eq_iff` gives the sign ambiguity, and `ncard_spinors_eq_two` counts the spinors over a nonzero null vector. `cartan_equation` assumes $\psi\neq0$ but not that $v$ is null; nullity follows. `sigmaDot_transform` assumes only `U.det = 1`, so $U$ need not be unitary.

The two-to-one map leaves room for the sign change of a two-component spinor under a $2\pi$ rotation: $\psi$ becomes $-\psi$ while $v$ returns to itself. That the sign does change comes from the rotation matrix $U=e^{-i\theta\,n\cdot\sigma/2}$ (angle $\theta$, real unit axis $n$), which equals $-1$ at $\theta=2\pi$. Identifying a given $U$ with a physical rotation or boost is a separate step.

## How Lean carries out the algebra

`linear_combination` checks the polynomial identities, with `Complex.I_sq` supplying $i^2=-1$. In the range proof, `IsAlgClosed.exists_pow_nat_eq` provides the square roots, `build` checks a candidate spinor, and `hsq` leaves the two signs of $-2ab$. The fibre proof splits into four sign cases; in the two mixed ones, `hz` says that a component vanishes. The count then reduces to the pair $\{\psi,-\psi\}$.

`cartan_equation` splits on whether `ψ 0 = 0`, as above. For the transformation law, Lean compares entries instead of using $\varepsilon$: `key` states the law multiplied by $U$ on the right, where the two sides differ by multiples of $\det U-1$.

```lean
import Mathlib

open Matrix

namespace CartanSpinor

/-- The Cartan vector `(a² - b², i(a² + b²), -2ab)` of a two-component spinor `(a, b)`. -/
noncomputable def cartanVector (ψ : Fin 2 → ℂ) : Fin 3 → ℂ :=
  ![ψ 0 ^ 2 - ψ 1 ^ 2, Complex.I * (ψ 0 ^ 2 + ψ 1 ^ 2), -2 * ψ 0 * ψ 1]

/-- The matrix `v · σ`, the combination of the three Pauli matrices with the components of a
complex vector `v`. -/
noncomputable def sigmaDot (v : Fin 3 → ℂ) : Matrix (Fin 2) (Fin 2) ℂ :=
  v 0 • !![0, 1; 1, 0] + v 1 • !![0, -Complex.I; Complex.I, 0] + v 2 • !![1, 0; 0, -1]

/-- The Cartan vector of every spinor is null: `v · v = 0`, without complex conjugation. -/
theorem cartanVector_null (ψ : Fin 2 → ℂ) : cartanVector ψ ⬝ᵥ cartanVector ψ = 0 := by
  rw [dotProduct, Fin.sum_univ_three]
  change (ψ 0 ^ 2 - ψ 1 ^ 2) * (ψ 0 ^ 2 - ψ 1 ^ 2)
    + Complex.I * (ψ 0 ^ 2 + ψ 1 ^ 2) * (Complex.I * (ψ 0 ^ 2 + ψ 1 ^ 2))
    + -2 * ψ 0 * ψ 1 * (-2 * ψ 0 * ψ 1) = 0
  linear_combination (ψ 0 ^ 2 + ψ 1 ^ 2) ^ 2 * Complex.I_sq

/-- The Cartan vectors of spinors fill exactly the complex null cone `v · v = 0`. -/
theorem range_cartanVector : Set.range cartanVector = {v | v ⬝ᵥ v = 0} := by
  ext v
  constructor
  · rintro ⟨ψ, rfl⟩
    exact cartanVector_null ψ
  · intro hv
    have h : v ⬝ᵥ v = 0 := hv
    rw [dotProduct, Fin.sum_univ_three] at h
    -- square roots fix the two components up to sign
    obtain ⟨a, ha⟩ := IsAlgClosed.exists_pow_nat_eq ((v 0 - Complex.I * v 1) / 2) two_pos
    obtain ⟨b, hb⟩ := IsAlgClosed.exists_pow_nat_eq (-(v 0 + Complex.I * v 1) / 2) two_pos
    have build : ∀ c : ℂ, c ^ 2 = -(v 0 + Complex.I * v 1) / 2 → -2 * a * c = v 2 →
        cartanVector ![a, c] = v := by
      intro c hc h2
      funext i
      fin_cases i
      · change a ^ 2 - c ^ 2 = v 0
        linear_combination ha - hc
      · change Complex.I * (a ^ 2 + c ^ 2) = v 1
        linear_combination Complex.I * ha + Complex.I * hc - v 1 * Complex.I_sq
      · exact h2
    -- nullity fixes the product up to sign, and the sign is absorbed in `b`
    have hsq : (-2 * a * b) ^ 2 = v 2 ^ 2 := by
      linear_combination 4 * b ^ 2 * ha + 2 * (v 0 - Complex.I * v 1) * hb - h
        + v 1 ^ 2 * Complex.I_sq
    rcases sq_eq_sq_iff_eq_or_eq_neg.mp hsq with h2 | h2
    · exact ⟨![a, b], build b hb h2⟩
    · exact ⟨![a, -b], build (-b) (by linear_combination hb) (by linear_combination -h2)⟩

/-- Two spinors have the same Cartan vector if and only if they are equal or opposite. -/
theorem cartanVector_eq_iff (φ ψ : Fin 2 → ℂ) :
    cartanVector φ = cartanVector ψ ↔ φ = ψ ∨ φ = -ψ := by
  constructor
  · intro h
    have h0 : φ 0 ^ 2 - φ 1 ^ 2 = ψ 0 ^ 2 - ψ 1 ^ 2 := congrFun h 0
    have h1 : Complex.I * (φ 0 ^ 2 + φ 1 ^ 2) = Complex.I * (ψ 0 ^ 2 + ψ 1 ^ 2) := congrFun h 1
    have h2 : -2 * φ 0 * φ 1 = -2 * ψ 0 * ψ 1 := congrFun h 2
    have hs := mul_left_cancel₀ Complex.I_ne_zero h1
    have ha : φ 0 ^ 2 = ψ 0 ^ 2 := by linear_combination (h0 + hs) / 2
    have hb : φ 1 ^ 2 = ψ 1 ^ 2 := by linear_combination (hs - h0) / 2
    have mk : ∀ χ : Fin 2 → ℂ, φ 0 = χ 0 → φ 1 = χ 1 → φ = χ := by
      intro χ e0 e1
      funext i
      fin_cases i
      exacts [e0, e1]
    -- unequal signs are possible only if one component vanishes
    rcases sq_eq_sq_iff_eq_or_eq_neg.mp ha with ha | ha <;>
      rcases sq_eq_sq_iff_eq_or_eq_neg.mp hb with hb | hb
    · exact Or.inl (mk ψ ha hb)
    · have hz : ψ 0 * ψ 1 = 0 := by
        rw [ha, hb] at h2
        linear_combination h2 / 4
      rcases mul_eq_zero.mp hz with hc | hd
      · exact Or.inr (mk (-ψ) (by rw [Pi.neg_apply]; linear_combination ha + 2 * hc) hb)
      · exact Or.inl (mk ψ ha (by linear_combination hb - 2 * hd))
    · have hz : ψ 0 * ψ 1 = 0 := by
        rw [ha, hb] at h2
        linear_combination h2 / 4
      rcases mul_eq_zero.mp hz with hc | hd
      · exact Or.inl (mk ψ (by linear_combination ha - 2 * hc) hb)
      · exact Or.inr (mk (-ψ) ha (by rw [Pi.neg_apply]; linear_combination hb + 2 * hd))
    · exact Or.inr (mk (-ψ) ha hb)
  · rintro (rfl | rfl)
    · rfl
    · simp [cartanVector]

/-- Every nonzero null vector is the Cartan vector of exactly two spinors. -/
theorem ncard_spinors_eq_two (v : Fin 3 → ℂ) (hv : v ⬝ᵥ v = 0) (hv0 : v ≠ 0) :
    {ψ | cartanVector ψ = v}.ncard = 2 := by
  obtain ⟨ψ, rfl⟩ : v ∈ Set.range cartanVector := by
    rw [range_cartanVector]
    exact hv
  have hset : {φ | cartanVector φ = cartanVector ψ} = {ψ, -ψ} := by
    ext φ
    exact cartanVector_eq_iff φ ψ
  rw [hset]
  apply Set.ncard_pair
  intro h
  have z : ∀ i, ψ i = 0 := by
    intro i
    have hi := congrFun h i
    rw [Pi.neg_apply] at hi
    linear_combination hi / 2
  apply hv0
  funext i
  fin_cases i <;> simp [cartanVector, z]

/-- The matrix `v · σ` written out in the components of `v`. -/
theorem sigmaDot_eq (v : Fin 3 → ℂ) :
    sigmaDot v = !![v 2, v 0 - Complex.I * v 1; v 0 + Complex.I * v 1, -v 2] := by
  ext i j
  fin_cases i <;> fin_cases j <;> simp [sigmaDot] <;> ring

/-- For the Cartan vector of a spinor `(a, b)`, the entries of `v · σ` are `-2ab`, `2a²`,
`-2b²` and `2ab`. -/
theorem sigmaDot_cartanVector (ψ : Fin 2 → ℂ) :
    sigmaDot (cartanVector ψ) =
      !![-2 * ψ 0 * ψ 1, 2 * ψ 0 ^ 2; -2 * ψ 1 ^ 2, 2 * ψ 0 * ψ 1] := by
  have h0 : cartanVector ψ 0 = ψ 0 ^ 2 - ψ 1 ^ 2 := rfl
  have h1 : cartanVector ψ 1 = Complex.I * (ψ 0 ^ 2 + ψ 1 ^ 2) := rfl
  have h2 : cartanVector ψ 2 = -2 * ψ 0 * ψ 1 := rfl
  have hp : cartanVector ψ 0 - Complex.I * cartanVector ψ 1 = 2 * ψ 0 ^ 2 := by
    rw [h0, h1]
    linear_combination -(ψ 0 ^ 2 + ψ 1 ^ 2) * Complex.I_sq
  have hq : cartanVector ψ 0 + Complex.I * cartanVector ψ 1 = -2 * ψ 1 ^ 2 := by
    rw [h0, h1]
    linear_combination (ψ 0 ^ 2 + ψ 1 ^ 2) * Complex.I_sq
  have hr : -cartanVector ψ 2 = 2 * ψ 0 * ψ 1 := by
    rw [h2]
    ring
  rw [sigmaDot_eq, hp, hq, hr, h2]

/-- Cartan's equation: for a nonzero spinor `ψ`, the vectors `v` with `(v · σ) ψ = 0` are exactly
the complex multiples of the Cartan vector of `ψ`. -/
theorem cartan_equation (ψ : Fin 2 → ℂ) (hψ : ψ ≠ 0) (v : Fin 3 → ℂ) :
    sigmaDot v *ᵥ ψ = 0 ↔ ∃ c : ℂ, v = c • cartanVector ψ := by
  constructor
  · intro h
    rw [sigmaDot_eq] at h
    have e0 : v 2 * ψ 0 + (v 0 - Complex.I * v 1) * ψ 1 = 0 := by
      simpa [Matrix.mulVec, dotProduct, Fin.sum_univ_two] using congrFun h 0
    have e1 : (v 0 + Complex.I * v 1) * ψ 0 + -v 2 * ψ 1 = 0 := by
      simpa [Matrix.mulVec, dotProduct, Fin.sum_univ_two] using congrFun h 1
    -- it is enough to match the entries of `v · σ`
    suffices hs : ∃ c : ℂ, v 0 - Complex.I * v 1 = c * (2 * ψ 0 ^ 2) ∧
        v 0 + Complex.I * v 1 = -c * (2 * ψ 1 ^ 2) ∧ v 2 = c * (-2 * ψ 0 * ψ 1) by
      obtain ⟨c, hp, hq, hr⟩ := hs
      refine ⟨c, ?_⟩
      funext i
      fin_cases i
      · change v 0 = c * (ψ 0 ^ 2 - ψ 1 ^ 2)
        linear_combination (hp + hq) / 2
      · change v 1 = c * (Complex.I * (ψ 0 ^ 2 + ψ 1 ^ 2))
        linear_combination Complex.I / 2 * (hp - hq) + v 1 * Complex.I_sq
      · exact hr
    by_cases ha : ψ 0 = 0
    · have hb : ψ 1 ≠ 0 := by
        intro hb
        apply hψ
        funext i
        fin_cases i
        exacts [ha, hb]
      obtain ⟨c, hc⟩ : ∃ c : ℂ, v 0 + Complex.I * v 1 = c * (2 * ψ 1 ^ 2) :=
        ⟨_, (div_mul_cancel₀ _ (mul_ne_zero two_ne_zero (pow_ne_zero 2 hb))).symm⟩
      have hr : v 2 = -c * (-2 * ψ 0 * ψ 1) := by
        apply mul_right_cancel₀ hb
        linear_combination -e1 + ψ 0 * hc
      refine ⟨-c, ?_, by linear_combination hc, hr⟩
      apply mul_right_cancel₀ hb
      linear_combination e0 - ψ 0 * hr
    · obtain ⟨c, hc⟩ : ∃ c : ℂ, v 0 - Complex.I * v 1 = c * (2 * ψ 0 ^ 2) :=
        ⟨_, (div_mul_cancel₀ _ (mul_ne_zero two_ne_zero (pow_ne_zero 2 ha))).symm⟩
      have hr : v 2 = c * (-2 * ψ 0 * ψ 1) := by
        apply mul_right_cancel₀ ha
        linear_combination e0 - ψ 1 * hc
      refine ⟨c, hc, ?_, hr⟩
      apply mul_right_cancel₀ ha
      linear_combination e1 + ψ 1 * hr
  · rintro ⟨c, rfl⟩
    have hc : sigmaDot (c • cartanVector ψ) = c • sigmaDot (cartanVector ψ) := by
      simp only [sigmaDot, Pi.smul_apply, smul_eq_mul, smul_add, smul_smul]
    rw [hc, sigmaDot_cartanVector]
    funext i
    rw [Matrix.mulVec, dotProduct, Fin.sum_univ_two]
    fin_cases i
    · change c * (-2 * ψ 0 * ψ 1) * ψ 0 + c * (2 * ψ 0 ^ 2) * ψ 1 = 0
      ring
    · change c * (-2 * ψ 1 ^ 2) * ψ 0 + c * (2 * ψ 0 * ψ 1) * ψ 1 = 0
      ring

/-- When a spinor is transformed by a complex matrix `U` of determinant one, the matrix `v · σ` of
its Cartan vector is conjugated by `U`. -/
theorem sigmaDot_transform (U : Matrix (Fin 2) (Fin 2) ℂ) (hU : U.det = 1) (ψ : Fin 2 → ℂ) :
    sigmaDot (cartanVector (U *ᵥ ψ)) = U * sigmaDot (cartanVector ψ) * U⁻¹ := by
  have key : sigmaDot (cartanVector (U *ᵥ ψ)) * U = U * sigmaDot (cartanVector ψ) := by
    obtain ⟨p, q, r, s, rfl⟩ : ∃ p q r s : ℂ, U = !![p, q; r, s] :=
      ⟨_, _, _, _, Matrix.eta_fin_two U⟩
    rw [Matrix.det_fin_two_of] at hU
    have h0 : (!![p, q; r, s] *ᵥ ψ) 0 = p * ψ 0 + q * ψ 1 := by
      simp [Matrix.mulVec, dotProduct, Fin.sum_univ_two]
    have h1 : (!![p, q; r, s] *ᵥ ψ) 1 = r * ψ 0 + s * ψ 1 := by
      simp [Matrix.mulVec, dotProduct, Fin.sum_univ_two]
    have ext2 : ∀ {a b c d a' b' c' d' : ℂ}, a = a' → b = b' → c = c' → d = d' →
        !![a, b; c, d] = !![a', b'; c', d'] := by
      intro a b c d a' b' c' d' e1 e2 e3 e4
      rw [e1, e2, e3, e4]
    rw [sigmaDot_cartanVector, sigmaDot_cartanVector, h0, h1, Matrix.mul_fin_two,
      Matrix.mul_fin_two]
    -- each entry differs by a multiple of `det U - 1`
    apply ext2
    · linear_combination (p * (-2 * ψ 0 * ψ 1) + q * (-2 * ψ 1 ^ 2)) * hU
    · linear_combination (p * (2 * ψ 0 ^ 2) + q * (2 * ψ 0 * ψ 1)) * hU
    · linear_combination (r * (-2 * ψ 0 * ψ 1) + s * (-2 * ψ 1 ^ 2)) * hU
    · linear_combination (r * (2 * ψ 0 ^ 2) + s * (2 * ψ 0 * ψ 1)) * hU
  have hunit : IsUnit U.det := by
    rw [hU]
    exact isUnit_one
  rw [← key, Matrix.mul_nonsing_inv_cancel_right _ _ hunit]

end CartanSpinor
```

```lean
#print axioms CartanSpinor.ncard_spinors_eq_two
-- 'CartanSpinor.ncard_spinors_eq_two' depends on axioms: [propext, Classical.choice, Quot.sound]
#print axioms CartanSpinor.cartan_equation
-- 'CartanSpinor.cartan_equation' depends on axioms: [propext, Classical.choice, Quot.sound]
#print axioms CartanSpinor.sigmaDot_transform
-- 'CartanSpinor.sigmaDot_transform' depends on axioms: [propext, Classical.choice, Quot.sound]
```
